# For $H(k)=vk\,\sigma_z+g\,\sigma_x$ with $v,g>0$, the interband dipole modulus has area $\pi/2$ and its square has area $\pi v/(8g)$

I have been hunting for a bug that may not exist. Near an avoided crossing I integrate the squared interband dipole over $k$, and the result doubles each time I halve the coupling $g$. The integral of the dipole modulus itself hardly moves. I suspected the arbitrary phases of my numerical eigenvectors, then the mesh. Can both behaviours be right for $H(k)=vk\,\sigma_z+g\,\sigma_x$, and do the phases matter?

## A peak that narrows as fast as it grows

Both are right, and the phases don't affect the exact dipole modulus as long as the lower state is differentiable in $k$. Let $w(k)$ and $u(k)$ be normalised upper and lower eigenstates, with components numbered 0 and 1 and $u$ differentiable. The dipole modulus is $D(k)=|\langle w,i\,\partial_k u\rangle|$. Write $E=\sqrt{v^2k^2+g^2}$ and $s=E+vk$, which is positive because $E>|vk|$.

The second row of $Hw=Ew$ and the first row of $Hu=-Eu$ give
$$g\,w_0=s\,w_1,\qquad g\,u_1=-s\,u_0 .$$
Since $s'=v^2k/E+v=vs/E$, differentiating the second relation gives $g\,u_1'=-s'u_0-s\,u_0'$. Now project on $w$:
$$g\langle w,\partial_k u\rangle=s\,\bar w_1u_0'+\bar w_1(-s'u_0-s\,u_0')=-s'\,\bar w_1u_0 .$$
The derivative of $u_0$ has dropped out, and with it any dependence on how the phase of $u$ varies. A central difference of numerical eigenvectors is less forgiving: a sign flip between $u(k+h)$ and $u(k-h)$ makes their projections on $w(k)$ nearly cancel, so align the phases before differencing.

Normalisation gives $(s^2+g^2)|w_1|^2=g^2$, and the same for $|u_0|^2$. Because $s^2+g^2=2E^2+2Evk=2Es$, both squared moduli equal $g^2/(2Es)$. Therefore
$$D(k)=\frac1g\cdot\frac{vs}{E}\cdot\frac{g^2}{2Es}=\frac{vg}{2(v^2k^2+g^2)} .$$
The denominator is smallest only at $k=0$, where $D=v/(2g)$.

With $x=vk/g$ and $dk=(g/v)\,dx$, this is a Lorentzian of height $v/(2g)$:
$$\int_{-\infty}^{\infty} D\,dk=\frac12\int_{-\infty}^{\infty}\frac{dx}{1+x^2}=\frac{\pi}{2},\qquad
\int_{-\infty}^{\infty} D^2\,dk=\frac{v}{4g}\int_{-\infty}^{\infty}\frac{dx}{(1+x^2)^2}=\frac{\pi v}{8g}.$$
For the last integral put $x=\tan\theta$. It becomes $\int_{-\pi/2}^{\pi/2}\cos^2\theta\,d\theta=\pi/2$. At fixed $v$ the squared area diverges as $g$ decreases to 0.

Take $v=1$ and $g=0.1$. The peak is 5, and at $k=0.1$ the dipole has fallen to 2.5. The two areas are $\pi/2\approx1.571$ and $\pi/0.8\approx3.927$. At $g=0.05$ the peak is 10, the first area is unchanged and the second is about 7.854, which is your doubling.

Your numerical window is finite, and the same substitution gives $\int_{-K}^{K}D\,dk=\arctan(vK/g)$. The area is thus close to $\pi/2$ only when $vK\gg g$. A mesh on which $D$ or $D^2$ is sampled must also resolve the width $g/v$.

## What the Lean statements say

`hamiltonian v g k` is the complex $2\times2$ matrix, with real $v$, $g$ and $k$. `IsBand v g ε u` says that at every $k$ the vector `u k` is a normalised eigenvector with energy `ε k`. The energies are `energy v g k` for the upper band and its negative for the lower.

`dipole w u k` is defined from `deriv u k`, not from the closed formula, and `star` conjugates the upper state. The lower family must be differentiable on the whole line. The upper one needs no regularity, so its phase may jump from one $k$ to the next.

For $v,g>0$, `dipole_eq` gives the formula, `dipole_peak` the strict maximum, and `integral_dipole` and `integral_dipole_sq` the two areas. In `integral_dipole_sq_diverges`, $v$ is fixed and the states may be chosen separately for each $g$; `𝓝[>] 0` means that $g$ approaches zero from above. `bands_witness` supplies explicit states that satisfy all the conditions.

The units have charge and $\hbar$ equal to 1, and the two basis states are independent of $k$ with no dipole of their own and none between them. The model has one linear crossing and $k$ runs over the real line, not a Brillouin zone. The integral of $D^2$ adds up the contributions of all transition energies $2E$ into one number, so it is not an absorption spectrum.

```lean
import Mathlib

open Matrix Filter Topology MeasureTheory

namespace AvoidedCrossingDipole

noncomputable section

/-- The avoided-crossing Hamiltonian `v k σ_z + g σ_x`. -/
def hamiltonian (v g k : ℝ) : Matrix (Fin 2) (Fin 2) ℂ :=
  !![(v : ℂ) * k, (g : ℂ); (g : ℂ), -((v : ℂ) * k)]

/-- Half the splitting between the two levels, `√((v k)² + g²)`. -/
def energy (v g k : ℝ) : ℝ := √((v * k) ^ 2 + g ^ 2)

/-- A family of normalised eigenstates `u k` of the Hamiltonian with energies `ε k`;
the phase at each `k` is free. -/
def IsBand (v g : ℝ) (ε : ℝ → ℝ) (u : ℝ → Fin 2 → ℂ) : Prop :=
  ∀ k, hamiltonian v g k *ᵥ u k = (ε k : ℂ) • u k ∧ ‖u k 0‖ ^ 2 + ‖u k 1‖ ^ 2 = 1

/-- The interband dipole modulus `|⟨w, i ∂u/∂k⟩|`, for `u` differentiable at `k`. -/
def dipole (w u : ℝ → Fin 2 → ℂ) (k : ℝ) : ℝ :=
  ‖star (w k) ⬝ᵥ (Complex.I • deriv u k)‖

/-- The sum `E + v k` of the energy `E = energy v g k` and `v k`. -/
def tilt (v g k : ℝ) : ℝ := energy v g k + v * k

/-- The length of the vector `(E + v k, g)`. -/
def len (v g k : ℝ) : ℝ := √(tilt v g k ^ 2 + g ^ 2)

/-- An upper eigenstate, `(E + v k, g)` divided by its length, for `g > 0`. -/
def upper (v g k : ℝ) : Fin 2 → ℂ :=
  ![((tilt v g k / len v g k : ℝ) : ℂ), ((g / len v g k : ℝ) : ℂ)]

/-- A lower eigenstate, `(g, -(E + v k))` divided by its length, for `g > 0`. -/
def lower (v g k : ℝ) : Fin 2 → ℂ :=
  ![((g / len v g k : ℝ) : ℂ), ((-tilt v g k / len v g k : ℝ) : ℂ)]

variable {v g : ℝ} {w u : ℝ → Fin 2 → ℂ}

/-- For `g > 0` the energy `E` is positive and `E² = (v k)² + g²`. -/
theorem energy_pos_sq (v : ℝ) (hg : 0 < g) (k : ℝ) :
    0 < energy v g k ∧ energy v g k ^ 2 = (v * k) ^ 2 + g ^ 2 :=
  ⟨Real.sqrt_pos.2 (by positivity), Real.sq_sqrt (by positivity)⟩

/-- For `g > 0` the sum `s = E + v k` is positive and has the derivative `v s / E`. -/
theorem tilt_pos_deriv (v : ℝ) (hg : 0 < g) (k : ℝ) :
    0 < tilt v g k ∧ HasDerivAt (tilt v g) (v * tilt v g k / energy v g k) k := by
  obtain ⟨hE, hE2⟩ := energy_pos_sq v hg k
  constructor
  · unfold tilt
    by_contra h
    nlinarith [pow_pos hg 2]
  · have h1 : HasDerivAt (fun x : ℝ => v * x) v k := by
      simpa using (hasDerivAt_id k).const_mul v
    have h2 : HasDerivAt (fun x : ℝ => (v * x) ^ 2 + g ^ 2) (2 * (v * k) * v) k :=
      ((h1.fun_pow 2).add_const (g ^ 2)).congr_deriv (by norm_num)
    have hne : (v * k) ^ 2 + g ^ 2 ≠ 0 := by positivity
    refine ((h2.sqrt hne).fun_add h1).congr_deriv ?_
    change 2 * (v * k) * v / (2 * energy v g k) + v
      = v * (energy v g k + v * k) / energy v g k
    field_simp
    ring

/-- For `v, g > 0`, any upper eigenstates and any differentiable lower eigenstates have
the interband dipole modulus `v g / (2 (v² k² + g²))`. -/
theorem dipole_eq (hv : 0 < v) (hg : 0 < g) (hw : IsBand v g (energy v g) w)
    (hu : IsBand v g (fun k => -energy v g k) u) (hd : Differentiable ℝ u) (k : ℝ) :
    dipole w u k = v * g / (2 * ((v * k) ^ 2 + g ^ 2)) := by
  obtain ⟨hE, hE2⟩ := energy_pos_sq v hg k
  obtain ⟨hs, hs'⟩ := tilt_pos_deriv v hg k
  have ht : ∀ x, (tilt v g x : ℂ) = energy v g x + v * x := fun x => by simp [tilt]
  -- the eigenvalue equations fix the ratio of the components
  have rw1 : (g : ℂ) * w k 0 = tilt v g k * w k 1 := by
    have h := congrFun (hw k).1 1
    simp [hamiltonian, Matrix.mulVec, dotProduct, Fin.sum_univ_two] at h
    linear_combination h - w k 1 * ht k
  have ru : ∀ x, (g : ℂ) * u x 1 = -((tilt v g x : ℂ) * u x 0) := fun x => by
    have h := congrFun (hu x).1 0
    simp [hamiltonian, Matrix.mulVec, dotProduct, Fin.sum_univ_two] at h
    linear_combination h + u x 0 * ht x
  -- normalisation fixes the moduli
  have nw := congrArg norm rw1
  have nu := congrArg norm (ru k)
  simp only [norm_neg, norm_mul, Complex.norm_real, Real.norm_of_nonneg hg.le,
    Real.norm_of_nonneg hs.le] at nw nu
  have hsg : tilt v g k ^ 2 + g ^ 2 = 2 * energy v g k * tilt v g k := by
    unfold tilt
    linear_combination -hE2
  have hA : ‖w k 1‖ ^ 2 * (2 * energy v g k * tilt v g k) = g ^ 2 := by
    linear_combination -‖w k 1‖ ^ 2 * hsg + g ^ 2 * (hw k).2
      - (g * ‖w k 0‖ + tilt v g k * ‖w k 1‖) * nw
  have hB : ‖u k 0‖ ^ 2 * (2 * energy v g k * tilt v g k) = g ^ 2 := by
    linear_combination -‖u k 0‖ ^ 2 * hsg + g ^ 2 * (hu k).2
      - (g * ‖u k 1‖ + tilt v g k * ‖u k 0‖) * nu
  have hab : ‖w k 1‖ = ‖u k 0‖ :=
    (sq_eq_sq₀ (norm_nonneg _) (norm_nonneg _)).1
      (mul_right_cancel₀ (by positivity) (hA.trans hB.symm))
  -- differentiate the ratio of the lower components
  have hdu := hasDerivAt_pi.1 (hd k).hasDerivAt
  have e1 : HasDerivAt (fun x => (g : ℂ) * u x 1) (g * deriv u k 1) k :=
    (hdu 1).const_mul (g : ℂ)
  have e2 := (hs'.ofReal_comp.fun_mul (hdu 0)).fun_neg
  rw [funext ru] at e1
  have key := e1.unique e2
  have cw := congrArg (starRingEnd ℂ) rw1
  simp only [map_mul, Complex.conj_ofReal] at cw
  -- project on the upper state: the derivative of `u k 0` drops out
  have hdot : star (w k) ⬝ᵥ (Complex.I • deriv u k) = Complex.I *
      (starRingEnd ℂ (w k 0) * deriv u k 0 + starRingEnd ℂ (w k 1) * deriv u k 1) := by
    simp [dotProduct, Fin.sum_univ_two]
    ring
  have hq : v * tilt v g k / energy v g k * energy v g k = v * tilt v g k :=
    div_mul_cancel₀ _ hE.ne'
  have hq0 : 0 ≤ v * tilt v g k / energy v g k := by positivity
  generalize v * tilt v g k / energy v g k = q at key hq hq0
  have hc : (g : ℂ) * (star (w k) ⬝ᵥ (Complex.I • deriv u k))
      = -(Complex.I * (starRingEnd ℂ (w k 1) * (q : ℂ) * u k 0)) := by
    rw [hdot]
    linear_combination Complex.I * deriv u k 0 * cw
      + Complex.I * starRingEnd ℂ (w k 1) * key
  have hn := congrArg norm hc
  simp only [norm_mul, norm_neg, Complex.norm_I, one_mul, Complex.norm_real,
    RCLike.norm_conj, Real.norm_of_nonneg hg.le, Real.norm_of_nonneg hq0] at hn
  rw [← hab] at hn
  rw [← hE2, dipole, eq_div_iff (by positivity)]
  apply mul_left_cancel₀ hg.ne'
  linear_combination 2 * energy v g k ^ 2 * hn
    + 2 * energy v g k * ‖w k 1‖ ^ 2 * hq + v * hA

/-- For `v, g > 0`, upper eigenstates and differentiable lower eigenstates, the dipole modulus is
`v / (2 g)` times a Lorentzian in `v k / g`. -/
theorem dipole_lorentzian (hv : 0 < v) (hg : 0 < g) (hw : IsBand v g (energy v g) w)
    (hu : IsBand v g (fun k => -energy v g k) u) (hd : Differentiable ℝ u) (k : ℝ) :
    dipole w u k = v / (2 * g) * (1 + (v / g * k) ^ 2)⁻¹ := by
  have h : 1 + (v / g * k) ^ 2 = ((v * k) ^ 2 + g ^ 2) / g ^ 2 := by
    field_simp
    ring
  rw [dipole_eq hv hg hw hu hd, h, inv_div, div_mul_div_comm,
    div_eq_div_iff (by positivity) (by positivity)]
  ring

/-- For `v, g > 0`, upper eigenstates and differentiable lower eigenstates, the dipole modulus is
`v / (2 g)` at `k = 0` and smaller elsewhere. -/
theorem dipole_peak (hv : 0 < v) (hg : 0 < g) (hw : IsBand v g (energy v g) w)
    (hu : IsBand v g (fun k => -energy v g k) u) (hd : Differentiable ℝ u) :
    dipole w u 0 = v / (2 * g) ∧ ∀ k, k ≠ 0 → dipole w u k < v / (2 * g) := by
  constructor
  · rw [dipole_eq hv hg hw hu hd, div_eq_div_iff (by positivity) (by positivity)]
    ring
  · intro k hk
    rw [dipole_eq hv hg hw hu hd, div_lt_div_iff₀ (by positivity) (by positivity)]
    have h : 0 < v * (v * k) ^ 2 := by positivity
    nlinarith [h]

/-- The squared unit Lorentzian has the integral `π / 2` over the real line. -/
theorem integral_lorentzian_sq : ∫ x : ℝ, ((1 + x ^ 2)⁻¹) ^ 2 = Real.pi / 2 := by
  -- antiderivative `(θ + sin θ cos θ) / 2` with `θ = arctan x`
  let G : ℝ → ℝ := fun t => (t + Real.sin t * Real.cos t) / 2
  have hG : Continuous G := by fun_prop
  have hder : ∀ x : ℝ, HasDerivAt (fun y => G (Real.arctan y)) (((1 + x ^ 2)⁻¹) ^ 2) x := by
    intro x
    have h1 : HasDerivAt G (Real.cos (Real.arctan x) ^ 2) (Real.arctan x) := by
      refine (((hasDerivAt_id' (Real.arctan x)).fun_add
        ((Real.hasDerivAt_sin _).fun_mul (Real.hasDerivAt_cos _))).div_const 2).congr_deriv ?_
      linear_combination -(1 / 2 : ℝ) * Real.sin_sq_add_cos_sq (Real.arctan x)
    refine (h1.comp x (Real.hasDerivAt_arctan x)).congr_deriv ?_
    rw [Real.cos_sq_arctan, one_div]
    ring
  have hint : Integrable (fun x : ℝ => ((1 + x ^ 2)⁻¹) ^ 2) := by
    have hc : Continuous (fun x : ℝ => ((1 + x ^ 2)⁻¹) ^ 2) :=
      ((by fun_prop : Continuous fun x : ℝ => 1 + x ^ 2).inv₀
        (fun x => by positivity)).pow 2
    refine integrable_inv_one_add_sq.mono' hc.aestronglyMeasurable
      (Eventually.of_forall fun x => ?_)
    have h0 : 0 ≤ (1 + x ^ 2)⁻¹ := by positivity
    have h1 : (1 + x ^ 2)⁻¹ ≤ 1 := inv_le_one_of_one_le₀ (by nlinarith [sq_nonneg x])
    rw [Real.norm_of_nonneg (by positivity)]
    nlinarith
  have hbot := (hG.tendsto (-(Real.pi / 2))).comp
    (Real.tendsto_arctan_atBot.mono_right nhdsWithin_le_nhds)
  have htop := (hG.tendsto (Real.pi / 2)).comp
    (Real.tendsto_arctan_atTop.mono_right nhdsWithin_le_nhds)
  rw [integral_of_hasDerivAt_of_tendsto hder hint hbot htop]
  simp only [G, Real.cos_neg, Real.cos_pi_div_two, mul_zero]
  ring

/-- For `v, g > 0`, upper eigenstates and differentiable lower eigenstates, the dipole modulus
integrated over all `k` is `π / 2`. -/
theorem integral_dipole (hv : 0 < v) (hg : 0 < g) (hw : IsBand v g (energy v g) w)
    (hu : IsBand v g (fun k => -energy v g k) u) (hd : Differentiable ℝ u) :
    ∫ k, dipole w u k = Real.pi / 2 := by
  have h : ∫ k : ℝ, (1 + (v / g * k) ^ 2)⁻¹ = |(v / g)⁻¹| • ∫ x : ℝ, (1 + x ^ 2)⁻¹ :=
    Measure.integral_comp_mul_left (fun x : ℝ => (1 + x ^ 2)⁻¹) (v / g)
  simp only [dipole_lorentzian hv hg hw hu hd]
  rw [integral_const_mul, h, integral_univ_inv_one_add_sq, abs_of_pos (by positivity),
    smul_eq_mul]
  field_simp

/-- For `v, g > 0`, upper eigenstates and differentiable lower eigenstates, the squared dipole
modulus integrated over all `k` is `π v / (8 g)`. -/
theorem integral_dipole_sq (hv : 0 < v) (hg : 0 < g) (hw : IsBand v g (energy v g) w)
    (hu : IsBand v g (fun k => -energy v g k) u) (hd : Differentiable ℝ u) :
    ∫ k, dipole w u k ^ 2 = Real.pi * v / (8 * g) := by
  have h : ∫ k : ℝ, ((1 + (v / g * k) ^ 2)⁻¹) ^ 2
      = |(v / g)⁻¹| • ∫ x : ℝ, ((1 + x ^ 2)⁻¹) ^ 2 :=
    Measure.integral_comp_mul_left (fun x : ℝ => ((1 + x ^ 2)⁻¹) ^ 2) (v / g)
  simp only [dipole_lorentzian hv hg hw hu hd, mul_pow (v / (2 * g))]
  rw [integral_const_mul, h, integral_lorentzian_sq, abs_of_pos (by positivity),
    smul_eq_mul]
  field_simp
  ring

/-- At fixed `v > 0`, with upper eigenstates and differentiable lower eigenstates given for each
`g > 0`, the integral of the squared dipole modulus tends to infinity as the coupling `g` decreases
to zero. -/
theorem integral_dipole_sq_diverges (hv : 0 < v) (w u : ℝ → ℝ → Fin 2 → ℂ)
    (hw : ∀ g, 0 < g → IsBand v g (energy v g) (w g))
    (hu : ∀ g, 0 < g → IsBand v g (fun k => -energy v g k) (u g))
    (hd : ∀ g, 0 < g → Differentiable ℝ (u g)) :
    Tendsto (fun g => ∫ k, dipole (w g) (u g) k ^ 2) (𝓝[>] 0) atTop := by
  have h0 : Tendsto (fun x : ℝ => x⁻¹) (𝓝[>] 0) atTop := tendsto_inv_nhdsGT_zero
  have hc : 0 < Real.pi * v / 8 := by positivity
  refine (h0.const_mul_atTop hc).congr' ?_
  filter_upwards [self_mem_nhdsWithin] with g hg
  rw [integral_dipole_sq hv hg (hw g hg) (hu g hg) (hd g hg), ← div_eq_mul_inv, div_div]

/-- For `g > 0` the explicit states `upper` and `lower` are normalised eigenstates with
energies `E` and `-E`, and `lower` is differentiable in `k`. -/
theorem bands_witness (v : ℝ) (hg : 0 < g) :
    IsBand v g (energy v g) (upper v g) ∧
    IsBand v g (fun k => -energy v g k) (lower v g) ∧ Differentiable ℝ (lower v g) := by
  have hN : ∀ k, 0 < len v g k := fun k => Real.sqrt_pos.2 (by positivity)
  have hN2 : ∀ k, len v g k ^ 2 = tilt v g k ^ 2 + g ^ 2 :=
    fun k => Real.sq_sqrt (by positivity)
  have ht : ∀ k, (tilt v g k : ℂ) = energy v g k + v * k := fun k => by simp [tilt]
  have hc : ∀ k, (v : ℂ) * k * tilt v g k + g ^ 2 = energy v g k * tilt v g k := fun k => by
    have h : v * k * tilt v g k + g ^ 2 = energy v g k * tilt v g k := by
      unfold tilt
      linear_combination -(energy_pos_sq v hg k).2
    exact_mod_cast h
  refine ⟨fun k => ⟨?_, ?_⟩, fun k => ⟨?_, ?_⟩, ?_⟩
  · ext i
    fin_cases i <;> simp [hamiltonian, upper, Matrix.mulVec, dotProduct, Fin.sum_univ_two]
    · linear_combination (1 / (len v g k : ℂ)) * hc k
    · linear_combination ((g : ℂ) / len v g k) * ht k
  · change ‖((tilt v g k / len v g k : ℝ) : ℂ)‖ ^ 2 + ‖((g / len v g k : ℝ) : ℂ)‖ ^ 2 = 1
    rw [Complex.norm_real, Complex.norm_real, Real.norm_eq_abs, Real.norm_eq_abs, sq_abs,
      sq_abs, div_pow, div_pow, ← add_div, ← hN2, div_self (pow_pos (hN k) 2).ne']
  · ext i
    fin_cases i <;> simp [hamiltonian, lower, Matrix.mulVec, dotProduct, Fin.sum_univ_two]
    · linear_combination (-(g : ℂ) / len v g k) * ht k
    · linear_combination (1 / (len v g k : ℂ)) * hc k
  · change ‖((g / len v g k : ℝ) : ℂ)‖ ^ 2 + ‖((-tilt v g k / len v g k : ℝ) : ℂ)‖ ^ 2 = 1
    rw [Complex.norm_real, Complex.norm_real, Real.norm_eq_abs, Real.norm_eq_abs, sq_abs,
      sq_abs, div_pow, div_pow, neg_sq, ← add_div, add_comm (g ^ 2), ← hN2,
      div_self (pow_pos (hN k) 2).ne']
  · have hs : Differentiable ℝ (tilt v g) :=
      fun k => (tilt_pos_deriv v hg k).2.differentiableAt
    have h2 : Differentiable ℝ (fun k => tilt v g k ^ 2 + g ^ 2) := by fun_prop
    have hl : Differentiable ℝ (len v g) :=
      h2.sqrt (fun k => (add_pos_of_nonneg_of_pos (sq_nonneg _) (pow_pos hg 2)).ne')
    have h3 : Differentiable ℝ (fun k => g / len v g k) :=
      fun k => (differentiableAt_const g).div (hl k) (hN k).ne'
    have h4 : Differentiable ℝ (fun k => -tilt v g k / len v g k) :=
      fun k => (hs k).neg.div (hl k) (hN k).ne'
    refine differentiable_pi.2 (fun i => ?_)
    fin_cases i
    · exact Complex.ofRealCLM.differentiable.comp h3
    · exact Complex.ofRealCLM.differentiable.comp h4

end

end AvoidedCrossingDipole
```

```lean
#print axioms AvoidedCrossingDipole.dipole_peak
#print axioms AvoidedCrossingDipole.integral_dipole
#print axioms AvoidedCrossingDipole.integral_dipole_sq_diverges
```

```
'AvoidedCrossingDipole.dipole_peak' depends on axioms: [propext, Classical.choice, Quot.sound]
'AvoidedCrossingDipole.integral_dipole' depends on axioms: [propext, Classical.choice, Quot.sound]
'AvoidedCrossingDipole.integral_dipole_sq_diverges' depends on axioms: [propext, Classical.choice, Quot.sound]
```

## From the eigenvalue equations to the areas

`energy_pos_sq` and `tilt_pos_deriv` provide the positivity of $E$ and $s$, and $s'=vs/E$. In `dipole_eq`, `rw1` and `ru` are the two component ratios. Taking norms and using normalisation yields `hA` and `hB`, the values of $|w_1|^2$ and $|u_0|^2$, and `hab` equates the moduli.

The two sides of `ru` are differentiated separately, and uniqueness of the derivative gives `key`. The projection `hc` combines it with the conjugate of `rw1`, which is where $u_0'$ cancels. Norms and algebra then finish the formula.

`dipole_peak` clears denominators, leaving $v(vk)^2>0$ for $k\neq0$. `dipole_lorentzian` rewrites the formula in $vk/g$, and `Measure.integral_comp_mul_left` performs the scaling in both integrals.

`integral_lorentzian_sq` uses the antiderivative $(\theta+\sin\theta\cos\theta)/2$ at $\theta=\arctan x$ and its limits at $\pm\infty$. Integrability follows by comparison with $1/(1+x^2)$. For the divergence, the closed value is a positive constant times $g^{-1}$. `bands_witness` checks the eigenvalue equations, normalisation and differentiability of the explicit vectors directly.
